# The cofactor density of square-integrable orbitals is nonnegative, and zero almost everywhere when they are linearly dependent

Let $\varphi_1,\dots,\varphi_N$ be square-integrable orbitals with overlap matrix $S_{ij}=\int\overline{\varphi_i}\,\varphi_j\,d\mu$, and let $\operatorname{adj}(S)$ be its adjugate, the transposed matrix of cofactors. The unnormalized one-particle density of their Slater determinant, $\rho(x)=\sum_{ij}\varphi_i(x)\,\operatorname{adj}(S)_{ij}\,\overline{\varphi_j(x)}$, needs no inverse of $S$. It is nonnegative at every point, and when the orbitals are linearly dependent, so that $S$ is singular, it is zero almost everywhere.

```lean
import Mathlib

open MeasureTheory Matrix
open scoped ComplexOrder

namespace CofactorDensity

noncomputable section

variable {X n : Type*} [MeasurableSpace X] [Fintype n] {μ : Measure X} {φ : n → X → ℂ}

/-- The overlap (Gram) matrix of the orbitals, `S i j = ∫ conj (φ i) * φ j`. -/
def overlap (μ : Measure X) (φ : n → X → ℂ) : Matrix n n ℂ :=
  Matrix.of fun i j => ∫ x, star (φ i x) * φ j x ∂μ

/-- The superposition of the orbitals with coefficients `c`. -/
def superposition (φ : n → X → ℂ) (c : n → ℂ) (x : X) : ℂ := ∑ j, c j * φ j x

/-- The unnormalized one-particle density at `x`, built from the cofactors of the
overlap matrix. -/
def cofactorDensity [DecidableEq n] (μ : Measure X) (φ : n → X → ℂ) (x : X) : ℂ :=
  ∑ i, ∑ j, φ i x * (overlap μ φ).adjugate i j * star (φ j x)

open scoped MatrixOrder in
/-- The adjugate of a complex positive semidefinite matrix is positive semidefinite. -/
theorem adjugate_posSemidef [DecidableEq n] {A : Matrix n n ℂ} (hA : A.PosSemidef) :
    A.adjugate.PosSemidef := by
  -- factor `A = Bᴴ B`; the adjugate reverses the order of the product
  obtain ⟨B, rfl⟩ := CStarAlgebra.nonneg_iff_eq_star_mul_self.mp hA.nonneg
  rw [Matrix.star_eq_conjTranspose, Matrix.adjugate_mul_distrib,
    ← Matrix.adjugate_conjTranspose]
  exact Matrix.posSemidef_self_mul_conjTranspose _

/-- The overlap integrand of two square-integrable orbitals is integrable. -/
theorem integrable_overlap {f g : X → ℂ} (hf : MemLp f 2 μ) (hg : MemLp g 2 μ) :
    Integrable (fun x => star (f x) * g x) μ :=
  hf.star.integrable_mul hg

/-- A superposition of square-integrable orbitals is square-integrable. -/
theorem memLp_superposition (hφ : ∀ i, MemLp (φ i) 2 μ) (c : n → ℂ) :
    MemLp (superposition φ c) 2 μ :=
  MeasureTheory.memLp_finsetSum _ fun j _ => (hφ j).const_mul (c j)

/-- For square-integrable orbitals, the overlap matrix applied to coefficients `c` gives the
overlaps of each orbital with the superposition. -/
theorem overlap_mulVec (hφ : ∀ i, MemLp (φ i) 2 μ) (c : n → ℂ) (i : n) :
    (overlap μ φ *ᵥ c) i = ∫ x, star (φ i x) * superposition φ c x ∂μ := by
  calc (overlap μ φ *ᵥ c) i = ∑ j, (∫ x, star (φ i x) * φ j x ∂μ) * c j := rfl
    _ = ∑ j, ∫ x, star (φ i x) * φ j x * c j ∂μ := by simp_rw [integral_mul_const]
    _ = ∫ x, ∑ j, star (φ i x) * φ j x * c j ∂μ :=
        (MeasureTheory.integral_finsetSum _ fun j _ =>
          (integrable_overlap (hφ i) (hφ j)).mul_const (c j)).symm
    _ = _ := by
        congr 1
        funext x
        rw [superposition, Finset.mul_sum]
        exact Finset.sum_congr rfl fun j _ => by ring

/-- For square-integrable orbitals, the quadratic form of the overlap matrix is the squared
norm of the superposition. -/
theorem overlap_quadratic (hφ : ∀ i, MemLp (φ i) 2 μ) (c : n → ℂ) :
    star c ⬝ᵥ overlap μ φ *ᵥ c = ((∫ x, ‖superposition φ c x‖ ^ 2 ∂μ : ℝ) : ℂ) := by
  simp only [dotProduct, Pi.star_apply, overlap_mulVec hφ]
  calc ∑ i, star (c i) * ∫ x, star (φ i x) * superposition φ c x ∂μ
      = ∑ i, ∫ x, star (c i) * (star (φ i x) * superposition φ c x) ∂μ := by
        simp_rw [integral_const_mul]
    _ = ∫ x, ∑ i, star (c i) * (star (φ i x) * superposition φ c x) ∂μ :=
        (MeasureTheory.integral_finsetSum _ fun i _ =>
          (integrable_overlap (hφ i) (memLp_superposition hφ c)).const_mul _).symm
    _ = ∫ x, ((‖superposition φ c x‖ ^ 2 : ℝ) : ℂ) ∂μ := by
        congr 1
        funext x
        have hs : star (superposition φ c x) = ∑ i, star (c i) * star (φ i x) := by
          simp [superposition]
        rw [← Complex.normSq_eq_norm_sq, Complex.normSq_eq_conj_mul_self,
          starRingEnd_apply, hs, Finset.sum_mul]
        exact Finset.sum_congr rfl fun i _ => by ring
    _ = _ := integral_complex_ofReal

/-- The overlap matrix of square-integrable orbitals is positive semidefinite. -/
theorem overlap_posSemidef (hφ : ∀ i, MemLp (φ i) 2 μ) : (overlap μ φ).PosSemidef := by
  refine Matrix.PosSemidef.of_dotProduct_mulVec_nonneg
    (Matrix.IsHermitian.ext fun i j => ?_) fun c => ?_
  · change starRingEnd ℂ (∫ x, star (φ j x) * φ i x ∂μ) = ∫ x, star (φ i x) * φ j x ∂μ
    rw [← integral_conj]
    congr 1
    funext x
    simp [mul_comm]
  · rw [overlap_quadratic hφ]
    exact Complex.zero_le_real.mpr (integral_nonneg fun x => sq_nonneg _)

variable [DecidableEq n]

/-- For square-integrable orbitals, linearly dependent or not, the cofactor density is real
and nonnegative at every point. -/
theorem cofactorDensity_nonneg (hφ : ∀ i, MemLp (φ i) 2 μ) (x : X) :
    0 ≤ cofactorDensity μ φ x := by
  have h := (adjugate_posSemidef (overlap_posSemidef hφ)).dotProduct_mulVec_nonneg
    (fun i => star (φ i x))
  convert h using 1
  simp only [cofactorDensity, dotProduct, Matrix.mulVec, Pi.star_apply, star_star,
    Finset.mul_sum, mul_assoc]

/-- For `N` square-integrable orbitals the cofactor density is integrable, and its integral
is `N` times the determinant of the overlap matrix. -/
theorem integral_cofactorDensity (hφ : ∀ i, MemLp (φ i) 2 μ) :
    Integrable (cofactorDensity μ φ) μ ∧
      ∫ x, cofactorDensity μ φ x ∂μ = Fintype.card n * (overlap μ φ).det := by
  have hρ : cofactorDensity μ φ = fun x =>
      ∑ i, ∑ j, (overlap μ φ).adjugate i j * (star (φ j x) * φ i x) := by
    funext x
    exact Finset.sum_congr rfl fun i _ => Finset.sum_congr rfl fun j _ => by ring
  have hint : ∀ i j, Integrable
      (fun x => (overlap μ φ).adjugate i j * (star (φ j x) * φ i x)) μ :=
    fun i j => (integrable_overlap (hφ j) (hφ i)).const_mul _
  have hrow := fun i => MeasureTheory.integrable_finsetSum Finset.univ fun j _ => hint i j
  rw [hρ]
  refine ⟨MeasureTheory.integrable_finsetSum _ fun i _ => hrow i, ?_⟩
  -- term by term, the integral is the trace of `adjugate S * S`
  calc _ = ∑ i, ∫ x, ∑ j, (overlap μ φ).adjugate i j * (star (φ j x) * φ i x) ∂μ :=
        MeasureTheory.integral_finsetSum _ fun i _ => hrow i
    _ = ∑ i, ∑ j, (overlap μ φ).adjugate i j * overlap μ φ j i := by
        refine Finset.sum_congr rfl fun i _ => ?_
        rw [MeasureTheory.integral_finsetSum _ fun j _ => hint i j]
        exact Finset.sum_congr rfl fun j _ => integral_const_mul _ _
    _ = Matrix.trace ((overlap μ φ).adjugate * overlap μ φ) := by
        simp only [Matrix.trace, Matrix.diag_apply, Matrix.mul_apply]
    _ = _ := by
        rw [Matrix.adjugate_mul, Matrix.trace_smul, Matrix.trace_one, smul_eq_mul, mul_comm]

/-- The overlap determinant of square-integrable orbitals vanishes exactly when some
superposition with coefficients not all zero vanishes almost everywhere. -/
theorem det_overlap_eq_zero_iff (hφ : ∀ i, MemLp (φ i) 2 μ) :
    (overlap μ φ).det = 0 ↔ ∃ c : n → ℂ, c ≠ 0 ∧ ∀ᵐ x ∂μ, superposition φ c x = 0 := by
  rw [← Matrix.exists_mulVec_eq_zero_iff]
  constructor
  · rintro ⟨c, hc, h⟩
    have q := overlap_quadratic hφ c
    rw [h, dotProduct_zero] at q
    have q' : ∫ x, ‖superposition φ c x‖ ^ 2 ∂μ = 0 := by exact_mod_cast q.symm
    have hz := (integral_eq_zero_iff_of_nonneg (fun x => sq_nonneg _)
      (memLp_superposition hφ c).norm.integrable_sq).mp q'
    refine ⟨c, hc, ?_⟩
    filter_upwards [hz] with x hx
    simpa using hx
  · rintro ⟨c, hc, h⟩
    refine ⟨c, hc, funext fun i => ?_⟩
    rw [overlap_mulVec hφ]
    refine integral_eq_zero_of_ae ?_
    filter_upwards [h] with x hx
    simp [hx]

/-- For at least one orbital, all square-integrable, the cofactor density vanishes almost
everywhere exactly when the orbitals are linearly dependent almost everywhere. -/
theorem cofactorDensity_ae_zero_iff [Nonempty n] (hφ : ∀ i, MemLp (φ i) 2 μ) :
    (∀ᵐ x ∂μ, cofactorDensity μ φ x = 0) ↔
      ∃ c : n → ℂ, c ≠ 0 ∧ ∀ᵐ x ∂μ, superposition φ c x = 0 := by
  rw [← det_overlap_eq_zero_iff hφ]
  obtain ⟨hint, hI⟩ := integral_cofactorDensity hφ
  constructor
  · intro h
    rw [integral_eq_zero_of_ae h] at hI
    exact (mul_eq_zero.mp hI.symm).resolve_left (Nat.cast_ne_zero.mpr Fintype.card_ne_zero)
  · intro h
    -- a nonnegative density with zero integral vanishes almost everywhere
    have hr : ∀ x, ((cofactorDensity μ φ x).re : ℂ) = cofactorDensity μ φ x := fun x =>
      Complex.ext rfl (by simpa using (Complex.nonneg_iff.mp (cofactorDensity_nonneg hφ x)).2)
    have h0 : ((∫ x, (cofactorDensity μ φ x).re ∂μ : ℝ) : ℂ) = 0 := by
      rw [← integral_complex_ofReal]
      simp_rw [hr]
      rw [hI, h, mul_zero]
    have hz := (integral_eq_zero_iff_of_nonneg
      (fun x => (Complex.nonneg_iff.mp (cofactorDensity_nonneg hφ x)).1) hint.re).mp
      (Complex.ofReal_eq_zero.mp h0)
    filter_upwards [hz] with x hx
    rw [← hr x]
    exact Complex.ofReal_eq_zero.mpr hx

end

end CofactorDensity
```

```lean
#print axioms CofactorDensity.cofactorDensity_ae_zero_iff
```

```
'CofactorDensity.cofactorDensity_ae_zero_iff' depends on axioms: [propext, Classical.choice, Quot.sound]
```

## The density of one Slater determinant

Take $\Psi=(N!)^{-1/2}\det[\varphi_i(x_k)]$ with $N\ge 1$. Laplace expansion in the first coordinate, followed by integration of $|\Psi|^2$ over the other $N-1$ coordinates, gives $\rho(x)$ after multiplication by $N$. This reduction is the step from the Lean model to the many-electron wavefunction; the file starts from the formula for $\rho$.

If $\det S\neq 0$, then $\operatorname{adj}(S)=\det(S)\,S^{-1}$, and the usual normalized density is $\rho/\det S$, which integrates to $N$. The result therefore bears on valence-bond and other non-orthogonal orbital methods, for the density of a single determinant with finitely many orbitals. Transition densities between different determinants involve a mixed overlap matrix, which need not be positive semidefinite.

## What the theorems say

The finite type `n` labels the orbitals, so $N$ is `Fintype.card n`. The space `X` with measure `μ` is arbitrary; it can be ordinary space, for electrons of equal spin, or space together with spin. The hypothesis `MemLp (φ i) 2 μ` says that each orbital is square-integrable. Normalization and orthogonality are not assumed. `star` is complex conjugation on numbers, and the inner product is conjugate-linear in its first argument.

- `adjugate_posSemidef`: the adjugate of every complex positive semidefinite matrix is positive semidefinite.
- `cofactorDensity_nonneg`: $\rho(x)\ge 0$ at every point. In the order used on `ℂ`, this includes the statement that $\rho(x)$ is real.
- `integral_cofactorDensity`: $\rho$ is integrable and $\int\rho\,d\mu=N\det S$.
- `cofactorDensity_ae_zero_iff`: for $N\ge1$, $\rho$ vanishes almost everywhere exactly when some superposition $\psi_c=\sum_j c_j\varphi_j$ with $c\ne0$ does.

The last statement settles the singular case: the density is then zero almost everywhere, as the Pauli principle suggests. It needs at least one orbital, because for $N=0$ the density is zero while no nonzero $c$ exists.

## Why the adjugate stays positive semidefinite

Write $A=B^\dagger B$, which is possible for every positive semidefinite $A$. The adjugate reverses products, $\operatorname{adj}(CD)=\operatorname{adj}(D)\operatorname{adj}(C)$. For invertible matrices this follows from $\operatorname{adj}(C)=\det(C)\,C^{-1}$; both sides are polynomials in the entries and invertible matrices are dense, so it holds for all matrices. The adjugate also commutes with the conjugate transpose. Hence

$$\operatorname{adj}(A)=\operatorname{adj}(B)\operatorname{adj}(B^\dagger)=\operatorname{adj}(B)\operatorname{adj}(B)^\dagger,$$

and $v^\dagger\operatorname{adj}(A)v=\|\operatorname{adj}(B)^\dagger v\|^2\ge0$ for every vector $v$.

In Lean, `obtain ⟨B, rfl⟩` introduces the factorization, the rewrites with `adjugate_mul_distrib` and `adjugate_conjTranspose` produce the right-hand side, and `posSemidef_self_mul_conjTranspose` finishes the argument.

Positive semidefiniteness cannot be relaxed even to a Hermitian matrix with one arbitrarily small negative eigenvalue. For $\varepsilon>0$, the matrix $\operatorname{diag}(1,-\varepsilon)$ has adjugate $\operatorname{diag}(-\varepsilon,1)$. Used in place of $\operatorname{adj}(S)$, this would give $-\varepsilon|\varphi_1|^2+|\varphi_2|^2$, which is negative wherever $\varphi_2$ vanishes and $\varphi_1$ does not.

## From overlaps to a nonnegative density

By the Cauchy–Schwarz inequality, products of two square-integrable orbitals are integrable (`integrable_overlap`), and finite superpositions remain square-integrable (`memLp_superposition`). Sums and integrals may therefore be exchanged:

$$(Sc)_i=\sum_j\int\overline{\varphi_i}\,\varphi_j c_j\,d\mu=\int\overline{\varphi_i}\,\psi_c\,d\mu,$$

$$c^\dagger Sc=\int\sum_i\overline{c_i\varphi_i}\,\psi_c\,d\mu=\int|\psi_c|^2\,d\mu\ge0.$$

These are `overlap_mulVec` and `overlap_quadratic`; their `calc` blocks carry out the same exchanges. Since $\overline{S_{ji}}=S_{ij}$ as well, `overlap_posSemidef` follows.

Now fix $x$ and set $v_i=\overline{\varphi_i(x)}$. Then

$$v^\dagger\operatorname{adj}(S)v=\sum_{ij}\varphi_i(x)\operatorname{adj}(S)_{ij}\overline{\varphi_j(x)}=\rho(x),$$

so $\rho(x)\ge0$. The proof of `cofactorDensity_nonneg` applies the adjugate theorem to this vector, and `convert` matches the quadratic form with the double sum.

## The integral and the singular case

Integrating term by term gives

$$\int\rho\,d\mu=\sum_{ij}\operatorname{adj}(S)_{ij}S_{ji}=\operatorname{tr}(\operatorname{adj}(S)S)=\operatorname{tr}(\det(S)\,I)=N\det S,$$

where $I$ is the identity matrix. The proof of `integral_cofactorDensity` first establishes integrability of each term and then follows this chain.

Next, $\det S=0$ holds exactly when $Sc=0$ for some $c\ne0$. If $Sc=0$, then $\int|\psi_c|^2\,d\mu=c^\dagger Sc=0$, so $\psi_c=0$ almost everywhere. Conversely, if $\psi_c=0$ almost everywhere, every component $(Sc)_i=\int\overline{\varphi_i}\psi_c\,d\mu$ is zero. The two branches of `det_overlap_eq_zero_iff` are these two arguments.

Finally, let $N\ge1$. If $\rho=0$ almost everywhere, then $N\det S=0$, hence $\det S=0$. If $\det S=0$, the nonnegative function $\rho$ has zero integral and so vanishes almost everywhere. Lean passes to the real part of $\rho$ here, because the lemma on nonnegative functions with zero integral is applied to real-valued functions.

## Two overlapping orbitals

Consider a valence-bond description of triplet $\mathrm{H}_2$: two electrons of equal spin occupy normalized real 1s-type orbitals, one on each atom, with overlap $s$. Then

$$\operatorname{adj}(S)=\begin{pmatrix}1&-s\\-s&1\end{pmatrix},\qquad \rho=\varphi_1^2+\varphi_2^2-2s\,\varphi_1\varphi_2,$$

or equivalently

$$\rho=\tfrac{1+s}{2}(\varphi_1-\varphi_2)^2+\tfrac{1-s}{2}(\varphi_1+\varphi_2)^2.$$

Its integral is $2(1-s^2)=2\det S$. For $|s|<1$, division by $1-s^2$ gives the normalized one-particle density, which integrates to 2. If the orbitals coincide, $s=1$ and $\rho=0$; the cofactor formula still applies, although the normalized density no longer exists.
